# Level-shift bounds for a Hamiltonian with a core penalty: $d - b^2/(a+\mu-d) \le l \le d$ for $a+\mu>d$

A: An orthonormal basis is split into core states, indexed by a finite set $m$, and valence states, indexed by a finite set $n$. A state is a real vector $z=(x,y)$ with core part $x$ and valence part $y$, and $|z|^2 = z\cdot z = |x|^2+|y|^2$. The Hamiltonian, the core projector and the level-shifted operator with real shift $\mu$ are

$$H=\begin{pmatrix}A&B\\ B^T&D\end{pmatrix},\qquad P=\begin{pmatrix}1&0\\0&0\end{pmatrix},\qquad H+\mu P .$$

A number $e$ is the ground energy of a matrix $M$ when $e\,|z|^2\le z\cdot Mz$ for all $z$, with equality at some $z\neq0$. In the title, $l$ and $d$ are the ground energies of $H+\mu P$ and $D$, $a$ is a lower bound on $x\cdot Ax/|x|^2$ for $x\neq0$, and $|b|$ is an upper bound on the operator norm of $B$. In Lean the index set is `m ⊕ n`, the state $(x,y)$ is `Sum.elim x y`, `⬝ᵥ` is the dot product and `*ᵥ` applies a matrix to a vector.

```lean
import Mathlib

open Matrix Filter Topology

namespace LevelShift

noncomputable section

variable {m n : Type*} [Fintype m] [Fintype n] [DecidableEq m]

/-- Projector on the core states of a basis split into core (`m`) and valence (`n`) states. -/
def coreProj (m n : Type*) [DecidableEq m] : Matrix (m ⊕ n) (m ⊕ n) ℝ := fromBlocks 1 0 0 0

/-- Level-shifted Hamiltonian `H + μ P`, with core block `A`, coupling `B`, valence block `D`. -/
def levelShift (A : Matrix m m ℝ) (B : Matrix m n ℝ) (D : Matrix n n ℝ) (μ : ℝ) :
    Matrix (m ⊕ n) (m ⊕ n) ℝ :=
  fromBlocks A B Bᵀ D + μ • coreProj m n

/-- `e` is the minimum of the Rayleigh quotient of `M`, attained at a nonzero state. -/
def IsGroundEnergy {k : Type*} [Fintype k] (M : Matrix k k ℝ) (e : ℝ) : Prop :=
  (∀ x, e * (x ⬝ᵥ x) ≤ x ⬝ᵥ M *ᵥ x) ∧ ∃ x, x ≠ 0 ∧ x ⬝ᵥ M *ᵥ x = e * (x ⬝ᵥ x)
```

Q: I see neither an eigenvalue nor a normalised state in `IsGroundEnergy`, and nothing makes $A$ or $D$ symmetric. Is this still a Hamiltonian?

A: The vector $z$ is unnormalised; the unit vector $\hat z=z/|z|$ at the minimum has $\hat z\cdot M\hat z=e$, so $e$ is the variational minimum of the energy. For symmetric $M$ that minimum is the lowest eigenvalue, a standard fact which the block theorems neither use nor prove. Symmetry of $A$ and $D$ is not assumed because $z\cdot Mz$ depends only on the symmetric part of $M$; the physical reading needs both blocks symmetric. The off-diagonal blocks are $B$ and `Bᵀ` by construction.

Q: The Phillips–Kleinman pseudopotential adds $(\varepsilon_v-\varepsilon_c)\,|c\rangle\langle c|$ for each core eigenstate $|c\rangle$ of energy $\varepsilon_c$, with $\varepsilon_v$ the valence energy sought. Yours has a free constant.

A: Yes, the operator differs. There the core states are eigenstates of $H$, which here would mean $B=0$, and the shift depends on the energy. Here one constant $\mu$ lifts the whole core block, the core states may couple to the rest, and the question is how close a finite penalty brings the lowest level to its value under exact orthogonality to the core. For a fixed, real, one-particle matrix in a finite orthonormal basis, the result bounds the error in the lowest level made by using $\mu P$ instead of projecting the core out.

Q: Then derive it.

A: Multiply out the blocks, using $y\cdot B^Tx=x\cdot By$:

$$E(x,y)=z\cdot(H+\mu P)z = x\cdot Ax+2\,x\cdot By+y\cdot Dy+\mu|x|^2 .$$

In `energy_levelShift`, `hs` splits a dot product into core and valence sums, `ht` moves the transpose, and `ring` collects the two coupling terms.

```lean
/-- The energy of a state with core part `x` and valence part `y` is the sum of the core,
coupling, valence and shift terms. -/
theorem energy_levelShift (A : Matrix m m ℝ) (B : Matrix m n ℝ) (D : Matrix n n ℝ) (μ : ℝ)
    (x : m → ℝ) (y : n → ℝ) :
    Sum.elim x y ⬝ᵥ levelShift A B D μ *ᵥ Sum.elim x y
      = x ⬝ᵥ A *ᵥ x + 2 * (x ⬝ᵥ B *ᵥ y) + y ⬝ᵥ D *ᵥ y + μ * (x ⬝ᵥ x) := by
  have hs : ∀ (u u' : m → ℝ) (v v' : n → ℝ),
      Sum.elim u v ⬝ᵥ Sum.elim u' v' = u ⬝ᵥ u' + v ⬝ᵥ v' := by
    intro u u' v v'
    simp [dotProduct, Fintype.sum_sum_type]
  have ht : y ⬝ᵥ Bᵀ *ᵥ x = x ⬝ᵥ B *ᵥ y := by
    rw [Matrix.mulVec_transpose, Matrix.dotProduct_mulVec, dotProduct_comm]
  simp only [levelShift, coreProj, Matrix.add_mulVec, Matrix.smul_mulVec, dotProduct_add,
    dotProduct_smul, Matrix.fromBlocks_mulVec, Sum.elim_comp_inl, Sum.elim_comp_inr, hs, ht,
    Matrix.one_mulVec, Matrix.zero_mulVec, dotProduct_zero, add_zero, smul_eq_mul]
  ring
```

Now take real numbers $a,b,d$ with $x\cdot Ax\ge a|x|^2$ (`hA`), $|By|^2\le b^2|y|^2$ (`hB`) and $y\cdot Dy\ge d|y|^2$ (`hD`) for all $x,y$. Set $g=a+\mu-d$ and assume $g>0$ (`hμ`). Then

$$E\ge(a+\mu)|x|^2+2\,x\cdot By+d|y|^2=d|z|^2+g|x|^2+2\,x\cdot By .$$

Completing the square in the core component gives

$$0\le|gx+By|^2=g^2|x|^2+2g\,x\cdot By+|By|^2\le g^2|x|^2+2g\,x\cdot By+b^2|y|^2 .$$

Divide by $g$ and write $c=b^2/g\ge0$: $\;g|x|^2+2\,x\cdot By\ge-c|y|^2$. Hence

$$E\ge d|z|^2-c|y|^2\ge(d-c)|z|^2,$$

the last step subtracting $c|x|^2\ge0$. In `form_lower_bound`, `hsq` is the square, `key` is the inequality after division by $g$, and the final `nlinarith` adds `hA x`, `hD y`, `key` and $c|x|^2\ge0$.

```lean
/-- If the core block is at least `a`, the valence block at least `d`, `|B y|² ≤ b² |y|²` and
`a + μ > d`, every state has shifted energy at least `d - b² / (a + μ - d)` times its squared
norm. -/
theorem form_lower_bound {A : Matrix m m ℝ} {B : Matrix m n ℝ} {D : Matrix n n ℝ}
    {a b d μ : ℝ} (hA : ∀ x, a * (x ⬝ᵥ x) ≤ x ⬝ᵥ A *ᵥ x)
    (hB : ∀ y, (B *ᵥ y) ⬝ᵥ (B *ᵥ y) ≤ b ^ 2 * (y ⬝ᵥ y))
    (hD : ∀ y, d * (y ⬝ᵥ y) ≤ y ⬝ᵥ D *ᵥ y) (hμ : d < a + μ) (z : m ⊕ n → ℝ) :
    (d - b ^ 2 / (a + μ - d)) * (z ⬝ᵥ z) ≤ z ⬝ᵥ levelShift A B D μ *ᵥ z := by
  obtain ⟨x, y, rfl⟩ : ∃ x y, z = Sum.elim x y :=
    ⟨z ∘ Sum.inl, z ∘ Sum.inr, by ext (i | i) <;> rfl⟩
  have hn : Sum.elim x y ⬝ᵥ Sum.elim x y = x ⬝ᵥ x + y ⬝ᵥ y := by
    simp [dotProduct, Fintype.sum_sum_type]
  rw [energy_levelShift, hn]
  obtain ⟨g, hg⟩ : ∃ g, g = a + μ - d := ⟨_, rfl⟩
  have hg0 : 0 < g := by linarith
  have hμ' : μ = g + d - a := by linarith
  rw [← hg, hμ']
  have hx : 0 ≤ x ⬝ᵥ x := Finset.sum_nonneg fun i _ => mul_self_nonneg _
  -- complete the square in the core component
  have hsq : 0 ≤ (g • x + B *ᵥ y) ⬝ᵥ (g • x + B *ᵥ y) :=
    Finset.sum_nonneg fun i _ => mul_self_nonneg _
  simp only [add_dotProduct, dotProduct_add, smul_dotProduct, dotProduct_smul, smul_eq_mul,
    dotProduct_comm (B *ᵥ y) x] at hsq
  have hc : b ^ 2 / g * g = b ^ 2 := div_mul_cancel₀ _ hg0.ne'
  have hc0 : 0 ≤ b ^ 2 / g := by positivity
  generalize b ^ 2 / g = c at hc hc0 ⊢
  have key : 0 ≤ g * (x ⬝ᵥ x) + 2 * (x ⬝ᵥ B *ᵥ y) + c * (y ⬝ᵥ y) := by
    have e : g * (g * (x ⬝ᵥ x) + 2 * (x ⬝ᵥ B *ᵥ y) + c * (y ⬝ᵥ y))
        = g * g * (x ⬝ᵥ x) + 2 * g * (x ⬝ᵥ B *ᵥ y) + b ^ 2 * (y ⬝ᵥ y) := by
      linear_combination (y ⬝ᵥ y) * hc
    apply le_of_mul_le_mul_left _ hg0
    rw [e]
    nlinarith [hB y]
  nlinarith [hA x, hD y, mul_nonneg hc0 hx]
```

Q: You assume $a$ and $b$. For a finite matrix they exist anyway.

A: They do, and the theorem accepts any valid pair: $a$ is any lower bound on the core block and $|b|$ any upper bound on the operator norm of $B$. Only $b^2$ enters, so its sign is free. The sharpest values give the tightest interval, but no sharpness is claimed.

Q: A bound on a quadratic form is not yet a bound on a level.

A: Let $d$ now be the ground energy of $D$, and $l$ that of $H+\mu P$. At the minimiser $z\ne0$ one has $E=l|z|^2$, so $(d-c)|z|^2\le l|z|^2$, and dividing by $|z|^2>0$ gives $d-c\le l$. For the other side take the trial state $(0,y_0)$ with $y_0\neq0$ the minimiser for $D$. Every term containing $x$ vanishes, the shift included, so $l|y_0|^2\le E(0,y_0)=d|y_0|^2$ and $l\le d$. The two branches of `ground_energy_bounds` are these two arguments, with `hp` supplying the positive squared norm. In words: under `hA`, `hB`, `IsGroundEnergy D d` and `d < a + μ`, any ground energy $l$ of `levelShift A B D μ` satisfies $d-b^2/(a+\mu-d)\le l\le d$.

```lean
/-- Level-shift bounds: if the core block is at least `a`, `|B y|² ≤ b² |y|²`, `d` is the ground
energy of the valence block and `a + μ > d`, the ground energy `l` of `H + μ P` lies between
`d - b² / (a + μ - d)` and `d`. -/
theorem ground_energy_bounds {A : Matrix m m ℝ} {B : Matrix m n ℝ} {D : Matrix n n ℝ}
    {a b d μ l : ℝ} (hA : ∀ x, a * (x ⬝ᵥ x) ≤ x ⬝ᵥ A *ᵥ x)
    (hB : ∀ y, (B *ᵥ y) ⬝ᵥ (B *ᵥ y) ≤ b ^ 2 * (y ⬝ᵥ y))
    (hD : IsGroundEnergy D d) (hμ : d < a + μ) (hl : IsGroundEnergy (levelShift A B D μ) l) :
    d - b ^ 2 / (a + μ - d) ≤ l ∧ l ≤ d := by
  constructor
  · obtain ⟨z, hz, he⟩ := hl.2
    have hp : 0 < z ⬝ᵥ z := lt_of_le_of_ne (Finset.sum_nonneg fun i _ => mul_self_nonneg _)
      fun h => hz (dotProduct_self_eq_zero.mp h.symm)
    have h := form_lower_bound hA hB hD.1 hμ z
    rw [he] at h
    exact le_of_mul_le_mul_right h hp
  · -- trial state: the valence ground state, which does not feel the shift
    obtain ⟨y, hy, he⟩ := hD.2
    have hp : 0 < y ⬝ᵥ y := lt_of_le_of_ne (Finset.sum_nonneg fun i _ => mul_self_nonneg _)
      fun h => hy (dotProduct_self_eq_zero.mp h.symm)
    have hn : Sum.elim (0 : m → ℝ) y ⬝ᵥ Sum.elim (0 : m → ℝ) y = y ⬝ᵥ y := by
      simp [dotProduct, Fintype.sum_sum_type]
    have h := hl.1 (Sum.elim 0 y)
    rw [energy_levelShift, hn, he] at h
    simp only [zero_dotProduct, mul_zero, add_zero, zero_add] at h
    exact le_of_mul_le_mul_right h hp
```

Existence of $l$ is the hypothesis `hl`, not a conclusion. The hypothesis on $D$ demands a nonzero valence vector, so $n$ has at least one element. The core set may be empty; then $b=0$ is admissible and the bounds read $l=d$.

Q: And the limit?

A: Let $l(\mu)$ be any function with $d-c/(a+\mu-d)\le l(\mu)\le d$ whenever $a+\mu>d$, where $c$ is now a fixed constant. As $\mu\to+\infty$, $a+\mu-d\to+\infty$ (`h1`), so $c/(a+\mu-d)\to0$ (`h2`) and the lower bound tends to $d$ (`h3`). The bounds hold for all $\mu>d-a$, which is what `filter_upwards` supplies, and the squeeze gives $l(\mu)\to d$. The expression `Tendsto l atTop (𝓝 d)` is this limit.

```lean
/-- An energy `l μ` confined between `d - c / (a + μ - d)` and `d` whenever `a + μ > d` tends
to `d` as the shift goes to infinity. -/
theorem tendsto_of_bounds {l : ℝ → ℝ} {a c d : ℝ}
    (h : ∀ μ, d < a + μ → d - c / (a + μ - d) ≤ l μ ∧ l μ ≤ d) : Tendsto l atTop (𝓝 d) := by
  have h1 : Tendsto (fun μ : ℝ => a + μ - d) atTop atTop := by
    simpa only [sub_eq_add_neg, id] using
      tendsto_atTop_add_const_right atTop (-d) (tendsto_atTop_add_const_left atTop a tendsto_id)
  have h2 : Tendsto (fun μ : ℝ => c / (a + μ - d)) atTop (𝓝 0) :=
    tendsto_const_nhds.div_atTop h1
  have h3 : Tendsto (fun μ : ℝ => d - c / (a + μ - d)) atTop (𝓝 d) := by
    simpa using (tendsto_const_nhds (x := d)).sub h2
  refine tendsto_of_tendsto_of_tendsto_of_le_of_le' h3 tendsto_const_nhds ?_ ?_
  · filter_upwards [eventually_gt_atTop (d - a)] with μ hμ using (h μ (by linarith)).1
  · filter_upwards [eventually_gt_atTop (d - a)] with μ hμ using (h μ (by linarith)).2
```

With $c=b^2$ this yields `ground_energy_tendsto`, which assumes that `l μ` is a ground energy of the shifted matrix for every real $\mu$.

```lean
/-- With the core block bounded below and the coupling bounded, the ground energy of `H + μ P`
tends to the ground energy `d` of the valence block as `μ → ∞`. -/
theorem ground_energy_tendsto {A : Matrix m m ℝ} {B : Matrix m n ℝ} {D : Matrix n n ℝ}
    {a b d : ℝ} {l : ℝ → ℝ} (hA : ∀ x, a * (x ⬝ᵥ x) ≤ x ⬝ᵥ A *ᵥ x)
    (hB : ∀ y, (B *ᵥ y) ⬝ᵥ (B *ᵥ y) ≤ b ^ 2 * (y ⬝ᵥ y)) (hD : IsGroundEnergy D d)
    (hl : ∀ μ, IsGroundEnergy (levelShift A B D μ) (l μ)) : Tendsto l atTop (𝓝 d) :=
  tendsto_of_bounds fun μ hμ => ground_energy_bounds hA hB hD hμ (hl μ)
```

Q: So a large shift recovers the valence level of $H$.

A: It recovers the lowest level of $D$, the compression of $H$ to the complement of the core. For $B\ne0$ that number is in general not an eigenvalue of $H$, and confusing the two is an easy mistake. Another is to state the bounds without $a+\mu>d$. For one core level $a+\mu$ below one uncoupled valence level $d$, the lowest level is $a+\mu<d$, whereas the lower bound would read $d$. At $a+\mu=d$, Lean's convention $b^2/0=0$ would make the lower bound $d$, while for one core and one valence state coupled by $b\neq0$ the lowest level is $d-|b|$, so a non-strict `hμ` would give a false statement.

Q: I would trust this more with an honest eigenvalue.

A: Take one core and one valence state, so the matrix is $\begin{pmatrix}a+\mu&b\\b&d\end{pmatrix}$ for arbitrary real $a,b,d,\mu$. With $g=a+\mu-d$ of either sign and $s=\sqrt{(g/2)^2+b^2}$, define $l=(a+\mu+d)/2-s$, which is `lowerEig a b d μ`.

```lean
/-- Lower root of the secular equation for one core level `a + μ` and one valence level `d`
coupled by `b`. -/
def lowerEig (a b d μ : ℝ) : ℝ := (a + μ + d) / 2 - √(((a + μ - d) / 2) ^ 2 + b ^ 2)
```

Then $a+\mu-l=s+g/2$ and $d-l=s-g/2$, whose product is $s^2-g^2/4=b^2$. The proof needs only $s^2=(g/2)^2+b^2$, from `Real.sq_sqrt`.

```lean
/-- The lower root `l` solves the secular equation `(a + μ - l)(d - l) = b²`. -/
theorem lowerEig_secular (a b d μ : ℝ) :
    (a + μ - lowerEig a b d μ) * (d - lowerEig a b d μ) = b ^ 2 := by
  have h := Real.sq_sqrt (show 0 ≤ ((a + μ - d) / 2) ^ 2 + b ^ 2 by positivity)
  unfold lowerEig
  linear_combination h
```

`lowerEig_isLeast` says that $l$ belongs to the set of real $\lambda$ with a nonzero $v=(v_0,v_1)$ solving the eigenvalue equation, and lies below all its members; index $0$ is core and index $1$ valence. For membership, if $l=a+\mu$ the secular equation forces $b=0$ and $(1,0)$ is a unit eigenvector. Otherwise take $v=(b,\;l-(a+\mu))$. Row $0$ reads $(a+\mu)b+b(l-a-\mu)=lb$. Row $1$ requires $b^2+d(l-a-\mu)=l(l-a-\mu)$, which is the secular equation. The normalised state is $v/\sqrt{b^2+(a+\mu-l)^2}$, with core weight $b^2/\big(b^2+(a+\mu-l)^2\big)$.

For minimality let $\lambda$ (named `l` in that branch) have eigenvector $v$, so

$$(a+\mu-\lambda)v_0+bv_1=0,\qquad bv_0+(d-\lambda)v_1=0 .$$

Put $\chi=(a+\mu-\lambda)(d-\lambda)-b^2$. The first equation times $d-\lambda$ minus the second times $b$ gives $\chi v_0=0$ (used in `e0`); the second times $a+\mu-\lambda$ minus the first times $b$ gives $\chi v_1=0$ (used in `e1`). Since $v\ne0$, $\chi=0$. Subtracting the secular equation for $l$ leaves $(\lambda-l)\big(\lambda+l-(a+\mu+d)\big)=0$, which is `hf`. So $\lambda=l$, or $\lambda=(a+\mu+d)/2+s\ge l$ because $s\ge0$.

```lean
/-- The lower root is the least eigenvalue of `[[a + μ, b], [b, d]]`. -/
theorem lowerEig_isLeast (a b d μ : ℝ) :
    IsLeast {l : ℝ | ∃ v : Fin 2 → ℝ, v ≠ 0 ∧ !![a + μ, b; b, d] *ᵥ v = l • v}
      (lowerEig a b d μ) := by
  have hs := lowerEig_secular a b d μ
  constructor
  · generalize lowerEig a b d μ = l at hs ⊢
    by_cases hl : l = a + μ
    · have hb : b = 0 := by
        rw [hl] at hs
        exact pow_eq_zero_iff (two_ne_zero) |>.mp (by linarith)
      refine ⟨![1, 0], fun h => by simpa using congrFun h 0, ?_⟩
      ext i
      fin_cases i <;> simp [Matrix.mulVec, dotProduct, Fin.sum_univ_succ, hl, hb]
    · refine ⟨![b, l - (a + μ)], fun h => hl ?_, ?_⟩
      · have h1 : l - (a + μ) = 0 := by simpa using congrFun h 1
        linarith
      · ext i
        fin_cases i <;> simp [Matrix.mulVec, dotProduct, Fin.sum_univ_succ] <;> linarith
  · rintro l ⟨v, hv, he⟩
    have h0 : (a + μ) * v 0 + b * v 1 = l * v 0 := by
      simpa [Matrix.mulVec, dotProduct, Fin.sum_univ_succ] using congrFun he 0
    have h1 : b * v 0 + d * v 1 = l * v 1 := by
      simpa [Matrix.mulVec, dotProduct, Fin.sum_univ_succ] using congrFun he 1
    -- every eigenvalue solves the secular equation
    have hχ : (a + μ - l) * (d - l) - b ^ 2 = 0 := by
      by_contra hne
      apply hv
      have e0 : v 0 = 0 := (mul_eq_zero.mp (show ((a + μ - l) * (d - l) - b ^ 2) * v 0 = 0 by
        linear_combination (d - l) * h0 - b * h1)).resolve_left hne
      have e1 : v 1 = 0 := (mul_eq_zero.mp (show ((a + μ - l) * (d - l) - b ^ 2) * v 1 = 0 by
        linear_combination (a + μ - l) * h1 - b * h0)).resolve_left hne
      ext i
      fin_cases i <;> simp [e0, e1]
    have hf : (l - lowerEig a b d μ) * (l + lowerEig a b d μ - (a + μ + d)) = 0 := by
      linear_combination hχ - hs
    have hr := Real.sqrt_nonneg (((a + μ - d) / 2) ^ 2 + b ^ 2)
    have hdef : lowerEig a b d μ = (a + μ + d) / 2 - √(((a + μ - d) / 2) ^ 2 + b ^ 2) := rfl
    rcases mul_eq_zero.mp hf with h | h <;> linarith
```

Q: Do the bounds now follow from the block theorem?

A: They are proved afresh, since the file does not identify `Fin 2` with a sum type or the least eigenvalue with `IsGroundEnergy`. For $g>0$, $s\ge g/2$ gives $l\le(a+\mu+d)/2-g/2=d$ (`hu`). With $\delta=d-l$ one has $a+\mu-l=g+\delta$, the secular equation becomes $g\delta+\delta^2=b^2$, and dropping $\delta^2\ge0$ gives $\delta\le b^2/g$.

```lean
/-- For `a + μ > d` the lower root lies between `d - b² / (a + μ - d)` and `d`. -/
theorem lowerEig_bounds {a d μ : ℝ} (b : ℝ) (hμ : d < a + μ) :
    d - b ^ 2 / (a + μ - d) ≤ lowerEig a b d μ ∧ lowerEig a b d μ ≤ d := by
  have hu : lowerEig a b d μ ≤ d := by
    have h : (a + μ - d) / 2 ≤ √(((a + μ - d) / 2) ^ 2 + b ^ 2) :=
      (Real.le_sqrt' (by linarith)).mpr (by linarith [sq_nonneg b])
    unfold lowerEig
    linarith
  have h : d - lowerEig a b d μ ≤ b ^ 2 / (a + μ - d) := by
    rw [le_div_iff₀ (by linarith)]
    nlinarith [lowerEig_secular a b d μ, sq_nonneg (d - lowerEig a b d μ)]
  exact ⟨by linarith, hu⟩
```

For $b\ne0$, $\delta=0$ would give $b^2=0$, so $\delta>0$; then $\delta^2>0$ and $g\delta<b^2$. Both bounds are strict. The lower bound is the second-order perturbation estimate of the valence level, which therefore overshoots the true lowering.

```lean
/-- For `a + μ > d` and nonzero coupling both bounds on the lower root are strict. -/
theorem lowerEig_bounds_strict {a b d μ : ℝ} (hb : b ≠ 0) (hμ : d < a + μ) :
    d - b ^ 2 / (a + μ - d) < lowerEig a b d μ ∧ lowerEig a b d μ < d := by
  have hs := lowerEig_secular a b d μ
  have hu : lowerEig a b d μ < d := by
    refine lt_of_le_of_ne (lowerEig_bounds b hμ).2 fun h => hb ?_
    rw [h] at hs
    exact pow_eq_zero_iff (two_ne_zero) |>.mp (by linarith)
  have h : d - lowerEig a b d μ < b ^ 2 / (a + μ - d) := by
    rw [lt_div_iff₀ (by linarith)]
    nlinarith [mul_pos (sub_pos.mpr hu) (sub_pos.mpr hu)]
  exact ⟨by linarith, hu⟩
```

The limit uses `tendsto_of_bounds` again and has no hypotheses, because `lowerEig` is explicit.

```lean
/-- The lower root tends to the valence level `d` as the shift goes to infinity. -/
theorem lowerEig_tendsto (a b d : ℝ) : Tendsto (lowerEig a b d) atTop (𝓝 d) :=
  tendsto_of_bounds fun _ hμ => lowerEig_bounds b hμ

end

end LevelShift
```

```lean
#print axioms LevelShift.ground_energy_bounds
#print axioms LevelShift.ground_energy_tendsto
#print axioms LevelShift.lowerEig_bounds_strict
#print axioms LevelShift.lowerEig_tendsto
```

```
'LevelShift.ground_energy_bounds' depends on axioms: [propext, Classical.choice, Quot.sound]
'LevelShift.ground_energy_tendsto' depends on axioms: [propext, Classical.choice, Quot.sound]
'LevelShift.lowerEig_bounds_strict' depends on axioms: [propext, Classical.choice, Quot.sound]
'LevelShift.lowerEig_tendsto' depends on axioms: [propext, Classical.choice, Quot.sound]
```

Q: What would change under another model, and where does this meet a real calculation?

A: What follows is argued informally and was not put through Lean. One could take complex Hermitian blocks and define $l$ as the least entry of the eigenvalue list. Existence of $l$ would then come from the spectral theorem, the coupling term would be $2\,\mathrm{Re}(x^\dagger By)$, and the square would be completed in the same way, at the price of a lemma linking the least eigenvalue to the variational minimum.

In a code with a non-orthogonal basis, overlap matrix $S$ and core orbital coefficients $C$ obeying $C^TSC=1$, the step is to add $\mu\,SCC^TS$ to the one-particle matrix and solve the generalised eigenproblem; an orthonormal basis adapted to the core brings this to the block form above. The error bound $b^2/(a+\mu-d)$ falls as $1/\mu$, while a very large $\mu$ can cost floating-point accuracy. Self-consistency and levels above the lowest lie beyond the theorems.

Q: Does the argument give anything else?

A: Reversing signs should give the mirror statement. If $x\cdot Ax\le a'|x|^2$, $d'$ is the maximum of the Rayleigh quotient of $D$ and $\mu-a'+d'>0$, then applying the bounds to $-A,-B,-D$ would place the top level $u$ of $H-\mu P$ in $d'\le u\le d'+b^2/(\mu-a'+d')$.
